# Error of a three-body energy truncated at second order in the occupation fluctuations

## Determinants, fluctuations and the truncated energy

The spin orbitals form a finite set `ι`, and a determinant is the set $S$ of its occupied orbitals. The orbitals stay fixed throughout, without relaxation after an excitation.

```lean
import Mathlib

open Finset

namespace ThreeBodyTruncation

noncomputable section

variable {ι : Type*} [Fintype ι] [DecidableEq ι]
```

The interaction is a real array $w_{pqr}$. It stands for the diagonal, antisymmetrised matrix element of a three-body operator, which does not depend on the order of the three orbitals. `IsSymm3` states this through two exchanges, which generate all permutations.

```lean
/-- The three-body matrix elements do not depend on the order of the orbitals. -/
structure IsSymm3 (w : ι → ι → ι → ℝ) : Prop where
  swap12 : ∀ p q r, w p q r = w q p r
  swap23 : ∀ p q r, w p q r = w p r q
```

The occupation number $n^S_p$ is 1 if $p\in S$ and 0 otherwise.

```lean
/-- Occupation number of orbital `p` in the determinant `S`. -/
def occ (S : Finset ι) (p : ι) : ℝ := if p ∈ S then 1 else 0
```

For a reference determinant $R$, the fluctuation is $\delta_p=n^S_p-n^R_p$.

```lean
/-- Fluctuation of the occupation of `p` in `S` about the reference `R`. -/
def fluct (R S : Finset ι) (p : ι) : ℝ := occ S p - occ R p
```

The exact energy sums over ordered triples, with a prefactor for the overcounting:
$$E(S)=\tfrac16\sum_{p,q,r\in S}w_{pqr}.$$

```lean
/-- Three-body energy of a determinant: one sixth of the sum over ordered triples of
occupied orbitals. -/
def energy (w : ι → ι → ι → ℝ) (S : Finset ι) : ℝ :=
  (1 / 6) * ∑ p ∈ S, ∑ q ∈ S, ∑ r ∈ S, w p q r
```

Summing two indices over the reference gives a mean field, $V_p=\tfrac12\sum_{q,r\in R}w_{pqr}$.

```lean
/-- One-body field felt by orbital `p` when two indices are summed over the reference. -/
def meanField (w : ι → ι → ι → ℝ) (R : Finset ι) (p : ι) : ℝ :=
  (1 / 2) * ∑ q ∈ R, ∑ r ∈ R, w p q r
```

Summing one index gives an effective pair interaction, $W_{pq}=\sum_{r\in R}w_{pqr}$.

```lean
/-- Effective pair interaction when one index is summed over the reference. -/
def pairField (w : ι → ι → ι → ℝ) (R : Finset ι) (p q : ι) : ℝ := ∑ r ∈ R, w p q r
```

The truncated energy is built from these, with $p$ and $q$ running over all orbitals:
$$E_{\rm tr}(S)=E(R)+\sum_p\delta_pV_p+\tfrac12\sum_{p,q}\delta_p\delta_qW_{pq}.$$

```lean
/-- For a symmetric interaction, the energy of `S` expanded about `R` through second order in the
occupation fluctuations. -/
def truncatedEnergy (w : ι → ι → ι → ℝ) (R S : Finset ι) : ℝ :=
  energy w R + ∑ p, fluct R S p * meanField w R p
    + (1 / 2) * ∑ p, fluct R S p * ∑ q, fluct R S q * pairField w R p q
```

For three functions of the orbitals, let $F(x,y,z)=\sum_{pqr}x_py_qz_r\,w_{pqr}$.

```lean
/-- The three-body interaction contracted with three functions of the orbitals. -/
def cubicForm (w : ι → ι → ι → ℝ) (x y z : ι → ℝ) : ℝ :=
  ∑ p, x p * ∑ q, y q * ∑ r, z r * w p q r
```

An excitation empties a set $H$ of holes and fills a set $P$ of particles, so that $S=(R\setminus H)\cup P$.

```lean
/-- The determinant obtained from `R` by emptying the orbitals `H` and filling `P`. -/
def excite (R H P : Finset ι) : Finset ι := (R \ H) ∪ P
```

## (a) Contraction with occupation numbers

Show that for any determinants $A,B,C$
$$F(n^A,n^B,n^C)=\sum_{p\in A}\sum_{q\in B}\sum_{r\in C}w_{pqr}.$$

For any function $f$, $\sum_p n^A_pf_p=\sum_{p\in A}f_p$, because the occupation number is 1 on $A$ and 0 elsewhere. Using this once for each index gives the claim. In Lean the one-index identity is `h`, and `simp only` applies it to all three sums.

```lean
/-- Contraction with occupation numbers restricts each sum to the occupied orbitals. -/
theorem cubicForm_occ (w : ι → ι → ι → ℝ) (A B C : Finset ι) :
    cubicForm w (occ A) (occ B) (occ C) = ∑ p ∈ A, ∑ q ∈ B, ∑ r ∈ C, w p q r := by
  have h : ∀ (S : Finset ι) (f : ι → ℝ), ∑ p, occ S p * f p = ∑ p ∈ S, f p := by
    intro S f
    simp [occ, ite_mul, Finset.sum_ite_mem]
  simp only [cubicForm, h]
```

## (b) Binomial expansion of the cubic form

Let $w$ be symmetric and $d_p=x_p+s\,y_p$ with a real number $s$. Show that
$$F(d,d,d)=F(x,x,x)+3s\,F(x,x,y)+3s^2F(x,y,y)+s^3F(y,y,y).$$

$F$ is linear in each slot, so $F(d,d,d)$ has eight terms. Three carry one factor $s$: $F(x,x,y)$, $F(x,y,x)$ and $F(y,x,x)$. Three carry $s^2$: $F(x,y,y)$, $F(y,x,y)$ and $F(y,y,x)$. Renaming the summation indices and using $w_{pqr}=w_{qpr}$ gives
$$F(u,v,t)=\sum_{pqr}u_pv_qt_r\,w_{pqr}=\sum_{pqr}v_qu_pt_r\,w_{qpr}=F(v,u,t).$$
The last two slots exchange in the same way, so each group of three consists of equal terms.

In the proof, `L1` is linearity in the first slot, and `s12` and `s23` are the exchanges. They carry linearity over to the other slots as `L2` and `L3`, and `linear_combination` collects the eight terms.

```lean
omit [DecidableEq ι] in
/-- Binomial expansion of the cubic form of a symmetric interaction, for `d = x + s y`. -/
theorem cubicForm_add {w : ι → ι → ι → ℝ} (hw : IsSymm3 w) {d x y : ι → ℝ} {s : ℝ}
    (hd : ∀ p, d p = x p + s * y p) :
    cubicForm w d d d = cubicForm w x x x + 3 * s * cubicForm w x x y
      + 3 * s ^ 2 * cubicForm w x y y + s ^ 3 * cubicForm w y y y := by
  -- linearity in each slot
  have L1 : ∀ u v, cubicForm w d u v = cubicForm w x u v + s * cubicForm w y u v := by
    intro u v
    simp only [cubicForm, hd, Finset.mul_sum, ← Finset.sum_add_distrib]
    exact sum_congr rfl fun p _ => sum_congr rfl fun q _ => sum_congr rfl fun r _ => by ring
  -- exchange of slots
  have s12 : ∀ u v t, cubicForm w u v t = cubicForm w v u t := by
    intro u v t
    simp only [cubicForm, Finset.mul_sum]
    refine Finset.sum_comm.trans ?_
    refine sum_congr rfl fun p _ => sum_congr rfl fun q _ => sum_congr rfl fun r _ => ?_
    rw [hw.swap12 q p r]
    ring
  have s23 : ∀ u v t, cubicForm w u v t = cubicForm w u t v := by
    intro u v t
    simp only [cubicForm, Finset.mul_sum]
    refine sum_congr rfl fun p _ => Finset.sum_comm.trans ?_
    refine sum_congr rfl fun q _ => sum_congr rfl fun r _ => ?_
    rw [hw.swap23 p r q]
    ring
  have L2 : ∀ u v, cubicForm w u d v = cubicForm w u x v + s * cubicForm w u y v := by
    intro u v
    rw [s12 u d v, L1, s12 x u v, s12 y u v]
  have L3 : ∀ u v, cubicForm w u v d = cubicForm w u v x + s * cubicForm w u v y := by
    intro u v
    rw [s23 u v d, L2, s23 u x v, s23 u y v]
  rw [L1 d d, L2 x d, L2 y d, L3 x x, L3 x y, L3 y x, L3 y y]
  linear_combination s * ((s12 y x x).trans (s23 x y x)) + s * s23 x y x
    + s ^ 2 * s12 y x y + s ^ 2 * ((s23 y y x).trans (s12 y x y))
```

## (c) The remainder beyond second order

For symmetric $w$ and any two determinants $R$ and $S$, show that
$$E(S)=E_{\rm tr}(S)+\tfrac16F(\delta,\delta,\delta).$$

Write $n^S=\delta+n^R$ and use (b) with $s=1$. By (a), $F(n^S,n^S,n^S)=6E(S)$, hence
$$6E(S)=F(\delta,\delta,\delta)+3F(\delta,\delta,n^R)+3F(\delta,n^R,n^R)+6E(R).$$
The mixed terms are
$$F(\delta,n^R,n^R)=2\sum_p\delta_pV_p,\qquad F(\delta,\delta,n^R)=\sum_{p,q}\delta_p\delta_qW_{pq}.$$
Division by 6 gives the claim. The two contractions are `e1` and `e2` in the code, and `linarith` does the final arithmetic. The particle numbers of $R$ and $S$ may differ.

```lean
/-- For a symmetric interaction, the exact energy is the truncated energy plus one sixth of
the cubic fluctuation term, for any two determinants. -/
theorem energy_expansion {w : ι → ι → ι → ℝ} (hw : IsSymm3 w) (R S : Finset ι) :
    energy w S = truncatedEnergy w R S
      + (1 / 6) * cubicForm w (fluct R S) (fluct R S) (fluct R S) := by
  have hn : ∀ p, occ S p = fluct R S p + 1 * occ R p := by
    intro p
    unfold fluct
    ring
  have h := cubicForm_add hw hn
  have hs : ∀ f : ι → ℝ, ∑ p, occ R p * f p = ∑ p ∈ R, f p := by
    intro f
    simp [occ, ite_mul, Finset.sum_ite_mem]
  -- contractions with the reference give the mean field and the pair interaction
  have e1 : cubicForm w (fluct R S) (occ R) (occ R)
      = 2 * ∑ p, fluct R S p * meanField w R p := by
    simp only [cubicForm, hs, meanField]
    rw [Finset.mul_sum]
    exact sum_congr rfl fun p _ => by ring
  have e2 : cubicForm w (fluct R S) (fluct R S) (occ R)
      = ∑ p, fluct R S p * ∑ q, fluct R S q * pairField w R p q := by
    simp only [cubicForm, hs, pairField]
  rw [e1, e2, cubicForm_occ, cubicForm_occ] at h
  unfold truncatedEnergy energy
  linarith
```

## (d) The error in terms of holes and particles

Let $w$ be symmetric, $H\subseteq R$, and $P$ disjoint from $R$. Show that for $S=(R\setminus H)\cup P$
$$E(S)-E_{\rm tr}(S)=E(P)-E(H)+\tfrac12\sum_{a\in P}\sum_{i,j\in H}w_{aij}-\tfrac12\sum_{a,b\in P}\sum_{i\in H}w_{abi}.$$

The fluctuation is $-1$ on a hole, $+1$ on a particle and 0 on every other orbital, so $\delta=n^P-n^H$. Part (b) with $s=-1$ gives
$$F(\delta,\delta,\delta)=F(n^P,n^P,n^P)-3F(n^P,n^P,n^H)+3F(n^P,n^H,n^H)-F(n^H,n^H,n^H).$$
Evaluate each term with (a), divide by 6 and insert the result into (c). Reference orbitals that stay occupied do not appear in the error.

In Lean, `hH` and `hP` are the two conditions on $H$ and $P$, and `hd` proves the formula for $\delta$ by cases on membership in $R$, $H$ and $P$.

```lean
/-- Truncation error for an excitation of any rank, with holes `H` in the reference and
particles `P` outside it, for a symmetric interaction. -/
theorem excitation_error {w : ι → ι → ι → ℝ} (hw : IsSymm3 w) {R H P : Finset ι}
    (hH : H ⊆ R) (hP : Disjoint P R) :
    energy w (excite R H P) - truncatedEnergy w R (excite R H P)
      = energy w P - energy w H + (1 / 2) * ∑ a ∈ P, ∑ i ∈ H, ∑ j ∈ H, w a i j
        - (1 / 2) * ∑ a ∈ P, ∑ b ∈ P, ∑ i ∈ H, w a b i := by
  -- the fluctuation is +1 on particles and -1 on holes
  have hd : ∀ p, fluct R (excite R H P) p = occ P p + (-1) * occ H p := by
    intro p
    have h1 : p ∈ H → p ∈ R := fun h => hH h
    have h2 : p ∈ P → p ∉ R := fun h => Finset.disjoint_left.mp hP h
    clear hH hP
    simp only [fluct, occ, excite, Finset.mem_union, Finset.mem_sdiff]
    by_cases hr : p ∈ R <;> by_cases hh : p ∈ H <;> by_cases hp : p ∈ P <;> simp_all
  have h := energy_expansion hw R (excite R H P)
  have c := cubicForm_add hw hd
  simp only [cubicForm_occ] at c
  have eP : energy w P = (1 / 6) * ∑ p ∈ P, ∑ q ∈ P, ∑ r ∈ P, w p q r := rfl
  have eH : energy w H = (1 / 6) * ∑ p ∈ H, ∑ q ∈ H, ∑ r ∈ H, w p q r := rfl
  linarith
```

## (e) Coincident orbitals

Let $w$ be symmetric with $w_{ppq}=0$ for all $p,q$. Show that
$$w_{pqp}=0\quad\text{and}\quad w_{qpp}=0.$$

Exchanging the last two indices gives $w_{pqp}=w_{ppq}=0$. Exchanging the first two gives $w_{qpp}=w_{pqp}=0$. The assumption, `h0` in the code, expresses the Pauli principle: an antisymmetrised matrix element vanishes when two spin orbitals coincide. Here it is a condition on $w$, not a consequence of an antisymmetric wave function.

```lean
omit [Fintype ι] [DecidableEq ι] in
/-- A symmetric interaction that vanishes when its first two orbitals coincide vanishes
when any two coincide. -/
theorem coincident {w : ι → ι → ι → ℝ} (hw : IsSymm3 w) (h0 : ∀ p q, w p p q = 0)
    (p q : ι) : w p q p = 0 ∧ w q p p = 0 := by
  have h : w p q p = 0 := by rw [hw.swap23 p q p, h0]
  exact ⟨h, by rw [hw.swap12 q p p, h]⟩
```

## (f) Three occupied orbitals

Under the assumptions of (e), show that for distinct $p,q,r$
$$E(\{p,q,r\})=w_{pqr}.$$

Of the 27 ordered triples, 21 repeat an orbital and contribute nothing. The other six are the permutations of $p,q,r$, all with the value $w_{pqr}$, and the prefactor $\tfrac16$ leaves one copy. In the code `hs` writes out the sums, `simp only` removes the repeats, and the exchanges given to `linarith` identify the six survivors.

```lean
/-- Three distinct occupied orbitals have energy `w p q r`, for a symmetric interaction
that vanishes on coincident orbitals. -/
theorem energy_triple {w : ι → ι → ι → ℝ} (hw : IsSymm3 w) (h0 : ∀ p q, w p p q = 0)
    {p q r : ι} (hpq : p ≠ q) (hpr : p ≠ r) (hqr : q ≠ r) :
    energy w {p, q, r} = w p q r := by
  have hs : ∀ f : ι → ℝ, ∑ x ∈ ({p, q, r} : Finset ι), f x = f p + (f q + f r) := by
    intro f
    rw [Finset.sum_insert (by simp [hpq, hpr]), Finset.sum_pair hqr]
  have c1 := fun p q => (coincident hw h0 p q).1
  have c2 := fun p q => (coincident hw h0 q p).2
  simp only [energy, hs, h0, c1, c2]
  linarith [hw.swap23 p q r, hw.swap12 p q r, hw.swap23 q p r, hw.swap12 p r q,
    hw.swap12 r q p]
```

## (g) Single excitations

Under the assumptions of (e), let $i\in R$, $a\notin R$ and $S=(R\setminus\{i\})\cup\{a\}$. Show that
$$E(S)=E_{\rm tr}(S).$$

With $H=\{i\}$ and $P=\{a\}$, the error in (d) is
$$\tfrac16w_{aaa}-\tfrac16w_{iii}+\tfrac12w_{aii}-\tfrac12w_{aai}.$$
Every term repeats an orbital and vanishes. In Lean, `e` removes the two one-orbital energies, and `h0` and `coincident` remove the mixed terms.

```lean
/-- The truncated energy is exact for a single excitation from `i` in the reference to `a`
outside it, if the symmetric interaction vanishes on coincident orbitals. -/
theorem single_excitation_exact {w : ι → ι → ι → ℝ} (hw : IsSymm3 w)
    (h0 : ∀ p q, w p p q = 0) {R : Finset ι} {i a : ι} (hi : i ∈ R) (ha : a ∉ R) :
    energy w (excite R {i} {a}) = truncatedEnergy w R (excite R {i} {a}) := by
  have h := excitation_error hw (Finset.singleton_subset_iff.mpr hi)
    (Finset.disjoint_singleton_left.mpr ha)
  have e : ∀ p, energy w {p} = 0 := by
    intro p
    simp [energy, h0]
  simp only [e, Finset.sum_singleton, h0, (coincident hw h0 i a).2] at h
  linarith
```

The same argument one order lower treats a pair energy $\tfrac12\sum_{p,q\in S}v_{pq}$ with $v$ symmetric and $v_{pp}=0$. If only the constant and linear terms are kept, the error for $i\to a$ is $\tfrac12\sum_{p,q}\delta_p\delta_qv_{pq}=-v_{ia}$, the particle–hole term missing from a difference of orbital energies. This pair formula is derived here by hand only.

## (h) Double excitations

Under the assumptions of (e), let $i\ne j$ lie in $R$ and $a\neq b$ outside it, and let $S=(R\setminus\{i,j\})\cup\{a,b\}$. Show that
$$E(S)-E_{\rm tr}(S)=w_{ija}+w_{ijb}-w_{iab}-w_{jab}.$$

In (d), $E(P)=E(H)=0$, since three indices drawn from two orbitals must repeat one. The remaining sums are
$$\tfrac12(2w_{aij}+2w_{bij})=w_{ija}+w_{ijb},\qquad \tfrac12(2w_{abi}+2w_{abj})=w_{iab}+w_{jab}.$$
Their difference is the claim. The code proves the vanishing pair energies as `e` and uses the cyclic permutation `cyc` to bring the indices into the stated order.

For determinant energies in a finite, fixed orbital basis, this is the error of discarding the three-body part of the interaction after normal ordering with respect to $R$, a truncation used in nuclear-structure and transcorrelated calculations. Off-diagonal matrix elements, and hence correlated energies, lie beyond this model.

```lean
/-- Exact minus truncated energy for a double excitation from distinct `i, j` in the
reference to distinct `a, b` outside it, if the symmetric interaction vanishes on
coincident orbitals. -/
theorem double_excitation_error {w : ι → ι → ι → ℝ} (hw : IsSymm3 w)
    (h0 : ∀ p q, w p p q = 0) {R : Finset ι} {i j a b : ι} (hi : i ∈ R) (hj : j ∈ R)
    (ha : a ∉ R) (hb : b ∉ R) (hij : i ≠ j) (hab : a ≠ b) :
    energy w (excite R {i, j} {a, b}) - truncatedEnergy w R (excite R {i, j} {a, b})
      = w i j a + w i j b - w i a b - w j a b := by
  have hH : ({i, j} : Finset ι) ⊆ R := by
    intro x hx
    rcases Finset.mem_insert.mp hx with h | h
    · exact h ▸ hi
    · exact (Finset.mem_singleton.mp h) ▸ hj
  have hP : Disjoint ({a, b} : Finset ι) R :=
    Finset.disjoint_insert_left.mpr ⟨ha, Finset.disjoint_singleton_left.mpr hb⟩
  have c1 := fun p q => (coincident hw h0 p q).1
  have c2 := fun p q => (coincident hw h0 q p).2
  -- two orbitals alone carry no three-body energy
  have e : ∀ p q, p ≠ q → energy w {p, q} = 0 := by
    intro p q hpq
    simp [energy, Finset.sum_pair hpq, h0, c1, c2]
  have cyc : ∀ p q r, w p q r = w q r p := fun p q r =>
    (hw.swap12 p q r).trans (hw.swap23 q p r)
  rw [excitation_error hw hH hP, e a b hab, e i j hij]
  simp only [Finset.sum_pair hab, Finset.sum_pair hij, h0, c2]
  linarith [cyc a i j, hw.swap23 a j i, cyc b i j, hw.swap23 b j i,
    cyc i a b, hw.swap12 b a i, cyc j a b, hw.swap12 b a j]
```

## (i) A double excitation with a nonzero error

On four orbitals labelled 0 to 3, take
$$w_{pqr}=\big[(p-q)(q-r)(p-r)\big]^2.$$

```lean
/-- An interaction on four orbitals: the squared product of the differences of the labels. -/
def modelW (p q r : Fin 4) : ℝ :=
  (((p.val : ℝ) - q.val) * ((q.val : ℝ) - r.val) * ((p.val : ℝ) - r.val)) ^ 2
```

Show that this $w$ is symmetric and vanishes on coincident orbitals, and that for $R=\{0,3\}$ and $S=\{1,2\}$
$$E(S)-E_{\rm tr}(S)=64.$$

An exchange of two labels changes at most the sign of the product, which the square removes, and equal labels give a zero factor. With $i=0$, $j=3$, $a=1$, $b=2$, part (h) gives
$$w_{031}+w_{032}-w_{012}-w_{312}=36+36-4-4=64.$$
There are only two particles, so the exact three-body energy is zero, while the truncated one is $-64$. The interaction is chosen for easy arithmetic and models no particular system. Lean checks the two properties with `ring`, the memberships with `decide` and the number with `norm_num`.

```lean
/-- The model interaction is symmetric and vanishes on coincident orbitals, and its
truncation error for the double excitation from `0, 3` to `1, 2` is 64. -/
theorem double_excitation_witness :
    IsSymm3 modelW ∧ (∀ p q, modelW p p q = 0) ∧
      energy modelW (excite {0, 3} {0, 3} {1, 2})
        - truncatedEnergy modelW {0, 3} (excite {0, 3} {0, 3} {1, 2}) = 64 := by
  have hw : IsSymm3 modelW :=
    ⟨fun p q r => by unfold modelW; ring, fun p q r => by unfold modelW; ring⟩
  have h0 : ∀ p q, modelW p p q = 0 := fun p q => by unfold modelW; ring
  refine ⟨hw, h0, ?_⟩
  rw [double_excitation_error hw h0 (by decide) (by decide) (by decide) (by decide)
    (by decide) (by decide)]
  norm_num [modelW]

end

end ThreeBodyTruncation
```

```lean
#print axioms ThreeBodyTruncation.energy_triple
#print axioms ThreeBodyTruncation.single_excitation_exact
```

```
'ThreeBodyTruncation.energy_triple' depends on axioms: [propext, Classical.choice, Quot.sound]
'ThreeBodyTruncation.single_excitation_exact' depends on axioms: [propext, Classical.choice, Quot.sound]
```
